# An antiunitary symmetry that commutes with a unitary maps an energy eigenstate with a non-real eigenvalue of that unitary to an orthogonal state of the same energy

Let an antiunitary operator $T$ commute with a unitary $R$ and with a linear operator $H$. If $x\neq 0$ satisfies $Hx=Ex$ with $E$ real and $Rx=lx$ with $l$ non-real, then $Tx$ is a nonzero vector orthogonal to $x$, with the same energy $E$ and with $R$-eigenvalue $\bar l$. No condition is placed on $T^2$.

The physical question is when time reversal produces a new state and not the old one up to a phase. Kramers' argument answers it with $T^2=-1$. Here the answer comes from a spatial symmetry $R$, so it also serves spinless particles, for which $T^2=1$. The example below is a finite, non-interacting tight-binding ring, where the result pairs Bloch states of opposite crystal momentum, as in the Hückel model of a cyclic molecule.

## Vectors and conjugate eigenvalues

```lean
import Mathlib

open scoped ComplexConjugate

namespace AntiunitaryPartner

noncomputable section

section General

variable {V : Type*} [NormedAddCommGroup V] [InnerProductSpace ℂ V]
```

The states form a complex inner product space `V`, of any dimension. `inner ℂ x y` is $\langle x,y\rangle$, conjugate-linear in the first entry, and `conj a` is $\bar a$.

```lean
/-- If a map `A` commutes with an antiunitary `T` and `A x = a x`, then `T x` satisfies
the eigenvalue equation of `A` with the conjugate eigenvalue. -/
theorem eigen_conj (T : V ≃ₗᵢ⋆[ℂ] V) (A : V → V) (hTA : ∀ v, T (A v) = A (T v))
    {a : ℂ} {x : V} (hx : A x = a • x) : A (T x) = conj a • T x := by
  rw [← hTA, hx]
  exact map_smulₛₗ T a x
```

A Lean theorem lists its hypotheses in brackets, then its claim after the colon, then the proof after `:=`. The type `V ≃ₗᵢ⋆[ℂ] V` holds the antiunitary operators: invertible, norm-preserving and conjugate-linear. The hypothesis `hTA` says $TA=AT$, and `a • x` is the scalar multiple $ax$. The map `A` need not be linear. By hand,

$$A(Tx)=T(Ax)=T(ax)=\bar a\,Tx .$$

The `rw` step (rewrite) makes the first two replacements, and `map_smulₛₗ` is the conjugate-linearity of $T$.

## Orthogonality from unitarity

```lean
/-- Two vectors on which a unitary `R` acts as multiplication by `a` and by `b` are
orthogonal if `conj a * b ≠ 1`. -/
theorem unitary_orthogonal (R : V ≃ₗᵢ[ℂ] V) {a b : ℂ} {x y : V}
    (hx : R x = a • x) (hy : R y = b • y) (hab : conj a * b ≠ 1) :
    inner ℂ x y = 0 := by
  -- unitarity reproduces the overlap up to the factor `conj a * b`
  have h : inner ℂ (R x) (R y) = inner ℂ x y := R.inner_map_map x y
  rw [hx, hy, inner_smul_left, inner_smul_right] at h
  have h2 : (conj a * b - 1) * inner ℂ x y = 0 := by linear_combination h
  exact (mul_eq_zero.1 h2).resolve_left (sub_ne_zero.2 hab)
```

The type `V ≃ₗᵢ[ℂ] V` holds the unitary operators. If $Rx=ax$ and $Ry=by$, then

$$\langle x,y\rangle=\langle Rx,Ry\rangle=\bar a\,b\,\langle x,y\rangle ,\qquad\text{so}\qquad (\bar a b-1)\langle x,y\rangle=0 .$$

When $\bar a b\neq1$, the overlap must vanish. In the proof, `h` is the first equation, `h2` the second, and the last line divides out the nonzero factor.

```lean
/-- Let an antiunitary `T` commute with a unitary `R` and a linear `H`. If `x ≠ 0` has real
energy `E` and non-real `R`-eigenvalue `l`, then `T x` is a nonzero vector orthogonal to `x`,
with the same energy and with `R`-eigenvalue `conj l`. -/
theorem orthogonal_partner (T : V ≃ₗᵢ⋆[ℂ] V) (R : V ≃ₗᵢ[ℂ] V) (H : V →ₗ[ℂ] V)
    (hTR : ∀ v, T (R v) = R (T v)) (hTH : ∀ v, T (H v) = H (T v))
    {E : ℝ} {l : ℂ} {x : V} (hx : x ≠ 0) (hE : H x = (E : ℂ) • x)
    (hR : R x = l • x) (hl : l.im ≠ 0) :
    T x ≠ 0 ∧ H (T x) = (E : ℂ) • T x ∧ R (T x) = conj l • T x ∧
      inner ℂ x (T x) = 0 := by
  have hRT := eigen_conj T R hTR hR
  have hHT := eigen_conj T H hTH hE
  rw [Complex.conj_ofReal] at hHT
  refine ⟨?_, hHT, hRT, unitary_orthogonal R hR hRT ?_⟩
  · rw [← norm_ne_zero_iff, T.norm_map]
    exact norm_ne_zero_iff.2 hx
  · -- a number whose square is one is real
    intro h
    rcases mul_self_eq_one_iff.1 h with h | h
    · exact hl (by simpa using congrArg Complex.im h)
    · exact hl (by simpa using congrArg Complex.im h)
```

This is the result stated at the start. The symbol `∧` means "and", and `(E : ℂ)` is the real number $E$ read as a complex one. `H` is any linear map: it need not be Hermitian, since the reality of $E$ is assumed directly. Nor need $R$ commute with $H$; one common eigenvector is enough.

The argument has three steps.

1. The conjugation lemma, applied to $R$ and to $H$, gives $R(Tx)=\bar l\,Tx$ and $H(Tx)=\bar E\,Tx=E\,Tx$.
2. Since $\|Tx\|=\|x\|\neq0$, the vector $Tx$ is nonzero.
3. For $y=Tx$ the factor in the orthogonality lemma is $\bar a b=\bar l\,\bar l=\bar l^{\,2}$. If it were 1, then $\bar l=\pm1$ and $l$ would be real, against `hl`. Hence $\langle x,Tx\rangle=0$.

The `rcases` line splits the last step into the cases $\bar l=1$ and $\bar l=-1$, and each is refuted by taking imaginary parts.

In continuous space the Hamiltonian of a molecule or crystal is a differential operator, which acts only on a domain inside the Hilbert space, whereas `H` here acts on every vector of `V`. The Bloch states of an infinite crystal are, moreover, not normalisable, so they are not vectors of that Hilbert space.

```lean
/-- In finite dimension, let an antiunitary `T` commute with a unitary `R` and a linear `H`.
A real energy with a nonzero eigenvector of non-real `R`-eigenvalue is at least twofold
degenerate. -/
theorem two_le_degeneracy [FiniteDimensional ℂ V]
    (T : V ≃ₗᵢ⋆[ℂ] V) (R : V ≃ₗᵢ[ℂ] V) (H : V →ₗ[ℂ] V)
    (hTR : ∀ v, T (R v) = R (T v)) (hTH : ∀ v, T (H v) = H (T v))
    {E : ℝ} {l : ℂ} {x : V} (hx : x ≠ 0) (hE : H x = (E : ℂ) • x)
    (hR : R x = l • x) (hl : l.im ≠ 0) :
    2 ≤ Module.finrank ℂ (Module.End.eigenspace H (E : ℂ)) := by
  obtain ⟨hT0, hHT, -, horth⟩ := orthogonal_partner T R H hTR hTH hx hE hR hl
  let u : Module.End.eigenspace H (E : ℂ) := ⟨x, Module.End.mem_eigenspace_iff.2 hE⟩
  let w : Module.End.eigenspace H (E : ℂ) := ⟨T x, Module.End.mem_eigenspace_iff.2 hHT⟩
  have li : LinearIndependent ℂ ![u, w] := by
    rw [LinearIndependent.pair_iff]
    intro a b h
    have h' : a • x + b • T x = 0 := congrArg Subtype.val h
    -- the overlap with `x` isolates the first coefficient
    have ha : a = 0 := by
      have h2 := congrArg (fun v => inner ℂ x v) h'
      simpa [inner_add_right, inner_smul_right, horth, hx] using h2
    rw [ha, zero_smul, zero_add] at h'
    exact ⟨ha, (smul_eq_zero.1 h').resolve_right hT0⟩
  simpa using li.fintype_card_le_finrank

end General
```

`Module.End.eigenspace H (E : ℂ)` is the space of solutions of $Hv=Ev$, and `Module.finrank` is its dimension, here for finite-dimensional `V`. The claim is that this dimension is at least two.

Both $x$ and $Tx$ lie in the eigenspace; the proof names them `u` and `w`. Suppose $ax+b\,Tx=0$. The overlap with $x$ gives $a\langle x,x\rangle=0$, so $a=0$. Then $b\,Tx=0$ with $Tx\neq0$, so $b=0$. Two independent vectors require dimension at least two.

## A particle on a ring of sites

```lean
section Ring

variable (N : ℕ) [NeZero N]

/-- State space of one particle on a ring of `N` sites. -/
abbrev Ring := EuclideanSpace ℂ (ZMod N)
```

The sites are labelled by `ZMod N`, the integers modulo $N$, with $N\geq1$. Despite its name, `Ring N` is neither an algebraic ring nor the set of sites, but the state space $\mathbb C^N$ of one particle with one orbital per site.

```lean
/-- Complex conjugation of the site amplitudes, an antiunitary operator. -/
def conjugation : Ring N ≃ₗᵢ⋆[ℂ] Ring N where
  toFun ψ := WithLp.toLp 2 fun j => conj (ψ j)
  invFun ψ := WithLp.toLp 2 fun j => conj (ψ j)
  map_add' ψ φ := by ext j; simp
  map_smul' c ψ := by ext j; simp
  left_inv ψ := by ext j; simp
  right_inv ψ := by ext j; simp
  norm_map' ψ := by
    change ‖(WithLp.toLp 2 (fun j => conj (ψ j)) : Ring N)‖ = ‖ψ‖
    simp [EuclideanSpace.norm_eq]
```

This is spinless time reversal, $(T\psi)_j=\overline{\psi_j}$. The definition supplies the map, its inverse and proofs that it is conjugate-linear and preserves the norm. Here $T^2=1$.

```lean
/-- Translation of the ring by one site, a unitary operator. -/
def translation : Ring N ≃ₗᵢ[ℂ] Ring N where
  toFun ψ := WithLp.toLp 2 fun j => ψ (j + 1)
  invFun ψ := WithLp.toLp 2 fun j => ψ (j - 1)
  map_add' ψ φ := by ext j; simp
  map_smul' c ψ := by ext j; simp
  left_inv ψ := by ext j; simp
  right_inv ψ := by ext j; simp
  norm_map' ψ := by
    change ‖(WithLp.toLp 2 (fun j => ψ (j + 1)) : Ring N)‖ = ‖ψ‖
    rw [EuclideanSpace.norm_eq, EuclideanSpace.norm_eq]
    exact congrArg Real.sqrt
      (Equiv.sum_comp (Equiv.addRight (1 : ZMod N)) (fun j => ‖ψ j‖ ^ 2))
```

Translation is $(R\psi)_j=\psi_{j+1}$. It moves a wave packet towards lower site numbers, which is the inverse of the convention in some textbooks. With this choice, a state of crystal momentum $k$ has $l=e^{ik}$, with the lattice spacing as unit of length. The norm is preserved because the sum over sites is only relabelled.

```lean
/-- The hopping Hamiltonian `(H ψ) j = -t (ψ (j + 1) + ψ (j - 1))` with a real parameter `t`. -/
def hopping (t : ℝ) : Ring N →ₗ[ℂ] Ring N where
  toFun ψ := WithLp.toLp 2 fun j => -(t : ℂ) * (ψ (j + 1) + ψ (j - 1))
  map_add' ψ φ := by
    ext j
    change -(t : ℂ) * ((ψ (j + 1) + φ (j + 1)) + (ψ (j - 1) + φ (j - 1))) =
      -(t : ℂ) * (ψ (j + 1) + ψ (j - 1)) + -(t : ℂ) * (φ (j + 1) + φ (j - 1))
    ring
  map_smul' c ψ := by
    ext j
    change -(t : ℂ) * (c * ψ (j + 1) + c * ψ (j - 1)) =
      c * (-(t : ℂ) * (ψ (j + 1) + ψ (j - 1)))
    ring
```

The Hamiltonian is $(H\psi)_j=-t(\psi_{j+1}+\psi_{j-1})$. For $N\geq3$ the matrix element between neighbouring sites is $-t$; in Hückel notation this is $\alpha=0$, $\beta=-t$. For $N=2$ both neighbours are the same site and the matrix element is $-2t$; for $N=1$ the operator is multiplication by $-2t$. Without a magnetic field, $t$ can be taken real.

```lean
/-- The state with amplitude `l ^ j` on site `j = 0, …, N - 1`. -/
def bloch (l : ℂ) : Ring N := WithLp.toLp 2 fun j => l ^ j.val
```

The Bloch state has amplitude $l^j$ on site $j=0,\dots,N-1$, where `j.val` is that representative. It is in general not normalised: for $|l|=1$ its norm is $\sqrt N$, so the normalised amplitudes are $l^j/\sqrt N$.

```lean
/-- For `l ^ N = 1` the Bloch state is a nonzero eigenvector of translation with
eigenvalue `l`. -/
theorem translation_bloch {l : ℂ} (hl : l ^ N = 1) :
    bloch N l ≠ 0 ∧ translation N (bloch N l) = l • bloch N l := by
  constructor
  · intro h
    have h0 := congrArg (fun ψ : Ring N => ψ 0) h
    simp [bloch] at h0
  · ext j
    change l ^ (j + 1).val = l * l ^ j.val
    rw [ZMod.val_add, ← pow_eq_pow_mod _ hl, pow_add, ZMod.val_one_eq_one_mod,
      ← pow_eq_pow_mod _ hl, pow_one, mul_comm]
```

The state is nonzero because its amplitude on site 0 is 1. Away from the end of the ring, $(R\psi)_j=l^{j+1}=l\,\psi_j$. At the last site the label returns to 0, and $l^N=1$ makes the same formula hold there. The lemma `pow_eq_pow_mod` expresses this reduction of exponents modulo $N$.

```lean
/-- For `l ^ N = 1` the Bloch state has energy `-2 t Re l`. -/
theorem hopping_bloch (t : ℝ) {l : ℂ} (hl : l ^ N = 1) :
    hopping N t (bloch N l) = ((-2 * t * l.re : ℝ) : ℂ) • bloch N l := by
  have step (j : ZMod N) : l ^ (j + 1).val = l * l ^ j.val :=
    congrArg (fun ψ : Ring N => ψ j) (translation_bloch N hl).2
  have hn : ‖l‖ = 1 := by
    have h : ‖l‖ ^ N = 1 := by rw [← norm_pow, hl, norm_one]
    exact (pow_eq_one_iff_of_nonneg (norm_nonneg _) (NeZero.ne N)).1 h
  have hc : l * conj l = 1 := by
    rw [Complex.mul_conj, Complex.normSq_eq_norm_sq, hn]
    norm_num
  ext j
  -- a backward step multiplies the amplitude by `conj l`
  have back : l ^ (j - 1).val = conj l * l ^ j.val := by
    have h := step (j - 1)
    rw [sub_add_cancel] at h
    rw [h]
    linear_combination (-(l ^ (j - 1).val)) * hc
  change -(t : ℂ) * (l ^ (j + 1).val + l ^ (j - 1).val) =
    ((-2 * t * l.re : ℝ) : ℂ) * l ^ j.val
  rw [step j, back]
  have h3 := Complex.add_conj l
  push_cast at h3 ⊢
  linear_combination (-(t : ℂ) * l ^ j.val) * h3
```

From $l^N=1$ follows $|l|=1$, hence $l\bar l=1$. A forward step multiplies the amplitude by $l$, so a backward step multiplies it by $\bar l$. Therefore

$$(H\psi)_j=-t(l+\bar l)\psi_j=-2t\,\mathrm{Re}(l)\,\psi_j ,$$

which is the familiar band $-2t\cos k$. In the proof, `step` and `back` are the two steps, and `linear_combination` checks the remaining algebra.

```lean
/-- Complex conjugation commutes with translation and with the hopping Hamiltonian. -/
theorem conjugation_commutes (t : ℝ) (ψ : Ring N) :
    conjugation N (translation N ψ) = translation N (conjugation N ψ) ∧
      conjugation N (hopping N t ψ) = hopping N t (conjugation N ψ) := by
  refine ⟨rfl, ?_⟩
  ext j
  change conj (-(t : ℂ) * (ψ (j + 1) + ψ (j - 1))) =
    -(t : ℂ) * (conj (ψ (j + 1)) + conj (ψ (j - 1)))
  simp
```

Conjugating before or after a shift of labels gives the same amplitudes. For $H$ the same holds because $t$ is real: $\overline{-t(\psi_{j+1}+\psi_{j-1})}=-t(\overline{\psi_{j+1}}+\overline{\psi_{j-1}})$.

```lean
/-- On the ring, each energy `-2 t Re l` with `l ^ N = 1` and `l` non-real is at least
twofold degenerate. -/
theorem ring_degeneracy (t : ℝ) {l : ℂ} (hl : l ^ N = 1) (him : l.im ≠ 0) :
    2 ≤ Module.finrank ℂ
      (Module.End.eigenspace (hopping N t) ((-2 * t * l.re : ℝ) : ℂ)) :=
  two_le_degeneracy (conjugation N) (translation N) (hopping N t)
    (fun ψ => (conjugation_commutes N t ψ).1) (fun ψ => (conjugation_commutes N t ψ).2)
    (translation_bloch N hl).1 (hopping_bloch N t hl) (translation_bloch N hl).2 him
```

The general degeneracy theorem now applies with conjugation as $T$, translation as $R$ and hopping as $H$. Each energy $-2t\,\mathrm{Re}\,l$ with $l^N=1$ and $l$ non-real is at least twofold degenerate, the partner having momentum $-k$.

The smallest ring with such a level has three sites. For $N=1$ and $N=2$ all roots of $l^N=1$ are real, so the theorem has no case there. For $N=3$ the roots $e^{\pm2\pi i/3}$ share the energy $t$, while $l=1$ has energy $-2t$.

## Four sites, and the uniform state

```lean
/-- The four-site ring and its Bloch state with `l = i` meet all hypotheses of
`orthogonal_partner`, at energy zero. -/
theorem orthogonal_partner_witness (t : ℝ) :
    (∀ ψ, conjugation 4 (translation 4 ψ) = translation 4 (conjugation 4 ψ)) ∧
    (∀ ψ, conjugation 4 (hopping 4 t ψ) = hopping 4 t (conjugation 4 ψ)) ∧
    bloch 4 Complex.I ≠ 0 ∧
    hopping 4 t (bloch 4 Complex.I) = ((0 : ℝ) : ℂ) • bloch 4 Complex.I ∧
    translation 4 (bloch 4 Complex.I) = Complex.I • bloch 4 Complex.I ∧
    Complex.I.im ≠ 0 := by
  have hI : Complex.I ^ 4 = 1 := Complex.I_pow_four
  refine ⟨fun ψ => (conjugation_commutes 4 t ψ).1, fun ψ => (conjugation_commutes 4 t ψ).2,
    (translation_bloch 4 hI).1, ?_, (translation_bloch 4 hI).2, by simp⟩
  simpa using hopping_bloch 4 t hI
```

For $N=4$ and $l=i$, every hypothesis of `orthogonal_partner` holds, with $E=0$. The normalised state is $\tfrac12(1,i,-1,-i)$ and its partner is $\tfrac12(1,-i,-1,i)$. Their overlap is $\tfrac14(1-1+1-1)=0$, as it should be.

```lean
/-- The uniform state has the real translation eigenvalue `1`, and it is not orthogonal to
its complex conjugate. -/
theorem real_eigenvalue_not_orthogonal :
    translation N (bloch N 1) = (1 : ℂ) • bloch N 1 ∧
      inner ℂ (bloch N 1) (conjugation N (bloch N 1)) ≠ 0 := by
  have h := translation_bloch N (one_pow N : (1 : ℂ) ^ N = 1)
  have hc : conjugation N (bloch N 1) = bloch N 1 := by
    ext j
    change conj ((1 : ℂ) ^ j.val) = (1 : ℂ) ^ j.val
    simp
  refine ⟨h.2, ?_⟩
  rw [hc]
  exact inner_self_ne_zero.2 h.1

end Ring

end

end AntiunitaryPartner
```

For $l=1$ all amplitudes equal 1, so conjugation returns the same state. Its overlap with itself is nonzero; after normalisation it is 1. The orthogonality claim therefore fails if $l=1$ is admitted, on a ring of any size.

```lean
#print axioms AntiunitaryPartner.orthogonal_partner
-- 'AntiunitaryPartner.orthogonal_partner' depends on axioms: [propext, Classical.choice, Quot.sound]
#print axioms AntiunitaryPartner.ring_degeneracy
-- 'AntiunitaryPartner.ring_degeneracy' depends on axioms: [propext, Classical.choice, Quot.sound]
#print axioms AntiunitaryPartner.real_eigenvalue_not_orthogonal
-- 'AntiunitaryPartner.real_eigenvalue_not_orthogonal' depends on axioms: [propext, Classical.choice, Quot.sound]
```
